# Approximate Kramers pairs in finite dimension: a time-reversal defect d on an eigenstate puts an orthogonal eigenstate within d in energy

## Looking for the partner of a computed level

Suppose that a calculation on an odd-electron molecule, with spin-orbit coupling and a weak magnetic field, has given one eigenvector x of the Hamiltonian matrix H, with energy E. To find out where a partner level can lie, apply time reversal T to x, multiply the result once by H, and compute the norm of HTx - E Tx. If the space spanned by the finite basis is closed under T, and x is an exact normalised eigenvector of the Hermitian matrix H, some eigenvector orthogonal to x has an energy no farther from E than this norm.

Without the field, H commutes with T, and Kramers' theorem gives x a degenerate partner, Tx. The field breaks the symmetry, and Tx is in general no longer an eigenvector. The question is how far the degeneracy can then be lifted, given only how badly H and T fail to commute on the one state x.

## The theorem and its Lean form

Let H be symmetric on a finite-dimensional complex inner product space V. Let T be antiunitary with T² = -1, and let x be a unit vector with Hx = Ex. If

‖HTx - THx‖ ≤ d,

then there are a real number μ and a unit vector v with

Hv = μv, ⟪x, v⟫ = 0, |μ - E| ≤ d.

The letter d denotes an energy here, not a dimension. It bounds the strength of time-reversal breaking as felt by x; for a single spin one-half in a magnetic field, the smallest possible d is the Zeeman splitting.

In Lean this is `approximate_kramers`, and its objects read as follows.

- `H : V →ₗ[ℂ] V` with `H.IsSymmetric` is the Hamiltonian: ⟪Hu, w⟫ = ⟪u, Hw⟫ for all u and w, which in finite dimension means a Hermitian matrix in any orthonormal basis.
- `T : V →ₗ⋆[ℂ] V` is a conjugate-linear map, so T(cu) = c* Tu.
- `IsKramersReversal T` is this file's name for two conditions, ⟪Tu, Tw⟫ = ⟪w, u⟫ and T(Tu) = -u. For an odd number of electrons the second follows from their half-integer total spin; here it is assumed.
- `E d : ℝ` are real numbers, and `(E : ℂ)` is E regarded as a complex scalar.
- The inner product is conjugate-linear in its first argument and linear in its second, as in Dirac notation.

The theorem does not say that v is close to Tx, nor does it count the levels near E. The step from the matrix to the molecule, whose Hamiltonian acts on an infinite-dimensional space, is a basis-set truncation that the hypotheses leave open.

## Derivation from the residual of Tx

**Tx is a unit vector orthogonal to x.** Antiunitarity gives

‖Tx‖² = ⟪Tx, Tx⟫ = ⟪x, x⟫ = 1.

Applied to the pair x and Tx, it gives ⟪Tx, T(Tx)⟫ = ⟪Tx, x⟫. Since T(Tx) = -x, the left side is -⟪Tx, x⟫. Hence 2⟪Tx, x⟫ = 0, and the two states are orthogonal.

**The defect is a residual.** Since E is real,

THx = T(Ex) = E* Tx = E Tx,

so that

HTx - THx = HTx - E Tx.

The failure to commute on x is therefore the error of Tx as a trial eigenvector at energy E.

**H acts within the orthogonal complement of x.** If ⟪x, v⟫ = 0, then

⟪x, Hv⟫ = ⟪Hx, v⟫ = E⟪x, v⟫ = 0.

So H restricts to a symmetric operator on this complement, which contains the unit vector y = Tx.

**Some level of the restricted operator lies within d.** Choose an orthonormal eigenbasis bᵢ of the complement, with Hbᵢ = μᵢbᵢ. Then

⟪bᵢ, Hy - Ey⟫ = ⟪Hbᵢ, y⟫ - E⟪bᵢ, y⟫ = (μᵢ - E)⟪bᵢ, y⟫,

and summing the squared moduli gives

‖Hy - Ey‖² = Σᵢ (μᵢ - E)² |⟪bᵢ, y⟫|².

The weights |⟪bᵢ, y⟫|² add up to ‖y‖² = 1, so at least one is positive. If every |μᵢ - E| were larger than d, the sum would be larger than d². But the residual has norm at most d. So some μᵢ satisfies |μᵢ - E| ≤ d, and v = bᵢ is the required eigenvector.

## Four levels with a defect of 2 meV

Take one electron in two real orbitals with spin, with orthonormal basis e₀, e₁ (first orbital, up and down) and e₂, e₃ (second orbital, up and down). Let T send components (a, b, c, f) to (-b*, a*, -f*, c*). In meV, let

He₀ = 0, He₁ = 2e₂, He₂ = 2e₁ + 3e₂, He₃ = 3e₃.

Take x = e₀, so E = 0. Then Tx = e₁, HTx = 2e₂ and THx = 0, and the defect is 2 meV. The theorem promises an eigenvector orthogonal to e₀ with energy between -2 and 2 meV.

On the span of e₁ and e₂ the eigenvalues solve μ² - 3μ - 4 = 0, so they are 4 and -1 meV. The remaining level is 3 meV. The promised level is the one at -1 meV, with unit eigenvector (2e₁ - e₂)/√5. It is 1 meV from E, half of what the bound allows, and its eigenvector is not Tx.

## Antiunitarity alone gives no partner

Let T be componentwise complex conjugation on ℂ², and let H be diagonal with entries 0 and 1. This T is antiunitary, but T² = +1. It commutes with H on every vector, so the defect of x = (1, 0) is zero. Yet every eigenvector orthogonal to x has energy 1, not 0. Antiunitarity is thus not enough for the conclusion, even when the symmetry is exact.

## The Lean file

```lean
import Mathlib

open scoped InnerProductSpace ComplexConjugate

namespace ApproximateKramers

noncomputable section

variable {V : Type*} [NormedAddCommGroup V] [InnerProductSpace ℂ V]

/-- A conjugate-linear map `T` is a time reversal of Kramers type if it is antiunitary
and squares to `-1`. -/
structure IsKramersReversal (T : V →ₗ⋆[ℂ] V) : Prop where
  antiunitary : ∀ x y, ⟪T x, T y⟫_ℂ = ⟪y, x⟫_ℂ
  sq_eq_neg : ∀ x, T (T x) = -x

/-- A time reversal of Kramers type preserves the norm of every state. -/
theorem norm_reversal {T : V →ₗ⋆[ℂ] V} (hT : IsKramersReversal T) (x : V) :
    ‖T x‖ = ‖x‖ := by
  have h : ‖T x‖ ^ 2 = ‖x‖ ^ 2 := by
    rw [← inner_self_eq_norm_sq (𝕜 := ℂ) (T x), ← inner_self_eq_norm_sq (𝕜 := ℂ) x,
      hT.antiunitary]
  exact (sq_eq_sq₀ (norm_nonneg _) (norm_nonneg _)).mp h

/-- Under a time reversal of Kramers type, every state is orthogonal to its
time-reversed partner. -/
theorem inner_reversal {T : V →ₗ⋆[ℂ] V} (hT : IsKramersReversal T) (x : V) :
    ⟪x, T x⟫_ℂ = 0 := by
  -- antiunitarity and `T² = -1` make the overlap equal to its own negative
  have h := hT.antiunitary x (T x)
  rw [hT.sq_eq_neg, inner_neg_right] at h
  have h0 : ⟪T x, x⟫_ℂ = 0 := by linear_combination (-1 / 2 : ℂ) * h
  exact inner_eq_zero_symm.mp h0

/-- If `x` is an eigenvector of `H` with real eigenvalue `E`, the residual of `T x` at
energy `E` equals the failure of `H` and `T` to commute on `x`. -/
theorem residual_eq_defect (H : V →ₗ[ℂ] V) (T : V →ₗ⋆[ℂ] V) {x : V} {E : ℝ}
    (hx : H x = (E : ℂ) • x) :
    H (T x) - (E : ℂ) • T x = H (T x) - T (H x) := by
  rw [hx, map_smulₛₗ, Complex.conj_ofReal]

/-- Residual bound: if a unit vector `y` satisfies `‖H y - E y‖ ≤ d` for a symmetric `H`
in finite dimension, then `H` has an eigenvalue within `d` of `E`. -/
theorem exists_eigenvalue_near [FiniteDimensional ℂ V] {H : V →ₗ[ℂ] V}
    (hH : H.IsSymmetric) {y : V} (hy : ‖y‖ = 1) {E d : ℝ}
    (hd : ‖H y - (E : ℂ) • y‖ ≤ d) :
    ∃ (μ : ℝ) (v : V), ‖v‖ = 1 ∧ H v = (μ : ℂ) • v ∧ |μ - E| ≤ d := by
  let b := hH.eigenvectorBasis rfl
  let μ := hH.eigenvalues rfl
  have hb : ∀ i, H (b i) = ((μ i : ℝ) : ℂ) • b i :=
    fun i => hH.apply_eigenvectorBasis rfl i
  have parseval : ∀ z : V, ∑ i, ‖⟪b i, z⟫_ℂ‖ ^ 2 = ‖z‖ ^ 2 := by
    intro z
    rw [← b.repr.norm_map z, EuclideanSpace.norm_sq_eq]
    simp only [b.repr_apply_apply]
  -- each component of the residual carries the factor `μ i - E`
  have key : ∀ i, ‖⟪b i, H y - (E : ℂ) • y⟫_ℂ‖ ^ 2
      = (μ i - E) ^ 2 * ‖⟪b i, y⟫_ℂ‖ ^ 2 := by
    intro i
    have h : ⟪b i, H y - (E : ℂ) • y⟫_ℂ = ((μ i - E : ℝ) : ℂ) * ⟪b i, y⟫_ℂ := by
      rw [inner_sub_right, inner_smul_right, ← hH (b i) y, hb, inner_smul_left,
        Complex.conj_ofReal, Complex.ofReal_sub]
      ring
    rw [h, norm_mul, mul_pow, Complex.norm_real, Real.norm_eq_abs, sq_abs]
  have hd0 : 0 ≤ d := (norm_nonneg _).trans hd
  by_contra hcon
  have far : ∀ i, d ^ 2 < (μ i - E) ^ 2 := by
    intro i
    have h : d < |μ i - E| := by
      by_contra hi
      exact hcon ⟨μ i, b i, b.orthonormal.1 i, hb i, not_lt.mp hi⟩
    rw [← sq_abs (μ i - E)]
    exact pow_lt_pow_left₀ h hd0 two_ne_zero
  obtain ⟨j, hj⟩ : ∃ j, ⟪b j, y⟫_ℂ ≠ 0 := by
    by_contra h
    have h' : ∀ i, ⟪b i, y⟫_ℂ = 0 := fun i => by
      by_contra hi
      exact h ⟨i, hi⟩
    have hp := parseval y
    simp [h', hy] at hp
  -- if all levels were farther than `d`, the residual would exceed `d`
  have lt : ∑ i, d ^ 2 * ‖⟪b i, y⟫_ℂ‖ ^ 2 < ∑ i, (μ i - E) ^ 2 * ‖⟪b i, y⟫_ℂ‖ ^ 2 :=
    Finset.sum_lt_sum
      (fun i _ => mul_le_mul_of_nonneg_right (far i).le (sq_nonneg _))
      ⟨j, Finset.mem_univ j,
        mul_lt_mul_of_pos_right (far j) (pow_pos (norm_pos_iff.mpr hj) 2)⟩
  have hs := parseval (H y - (E : ℂ) • y)
  simp only [key] at hs
  rw [← Finset.mul_sum, parseval y, hy, hs] at lt
  have hle := pow_le_pow_left₀ (norm_nonneg _) hd 2
  linarith

/-- Approximate Kramers theorem: let `H` be symmetric in finite dimension, `T` antiunitary
with `T² = -1`, and `x` a unit eigenvector at energy `E`. If `H` and `T` commute on `x` up to
an error of norm `d`, some eigenvector orthogonal to `x` has eigenvalue within `d` of `E`. -/
theorem approximate_kramers [FiniteDimensional ℂ V] {H : V →ₗ[ℂ] V}
    (hH : H.IsSymmetric) {T : V →ₗ⋆[ℂ] V} (hT : IsKramersReversal T)
    {x : V} (hx1 : ‖x‖ = 1) {E d : ℝ} (hx : H x = (E : ℂ) • x)
    (hd : ‖H (T x) - T (H x)‖ ≤ d) :
    ∃ (μ : ℝ) (v : V), ‖v‖ = 1 ∧ ⟪x, v⟫_ℂ = 0 ∧ H v = (μ : ℂ) • v ∧ |μ - E| ≤ d := by
  have mem : ∀ v : V, v ∈ (Submodule.span ℂ {x})ᗮ ↔ ⟪x, v⟫_ℂ = 0 :=
    fun v => Submodule.mem_orthogonal_singleton_iff_inner_right
  -- the orthogonal complement of `x` is invariant under `H`
  have inv : ∀ v ∈ (Submodule.span ℂ {x})ᗮ, H v ∈ (Submodule.span ℂ {x})ᗮ := by
    intro v hv
    rw [mem] at hv ⊢
    rw [← hH x v, hx, inner_smul_left, hv, mul_zero]
  -- there, `T x` is a trial vector with residual at most `d`
  rw [← residual_eq_defect H T hx] at hd
  obtain ⟨μ, v, hv1, hv, hμ⟩ := exists_eigenvalue_near (hH.restrict_invariant inv)
    (y := ⟨T x, (mem _).mpr (inner_reversal hT x)⟩) (E := E) (d := d)
    ((norm_reversal hT x).trans hx1) hd
  exact ⟨μ, v, hv1, (mem _).mp v.2, congrArg Subtype.val hv, hμ⟩

/-- Kramers degeneracy: if `H` and `T` commute on an eigenvector `x` with real eigenvalue `E`,
then `T x` satisfies the same eigenvalue equation, is orthogonal to `x` and has the same norm. -/
theorem kramers_degeneracy {H : V →ₗ[ℂ] V} {T : V →ₗ⋆[ℂ] V}
    (hT : IsKramersReversal T) {x : V} {E : ℝ} (hx : H x = (E : ℂ) • x)
    (hc : H (T x) = T (H x)) :
    H (T x) = (E : ℂ) • T x ∧ ⟪x, T x⟫_ℂ = 0 ∧ ‖T x‖ = ‖x‖ := by
  refine ⟨?_, inner_reversal hT x, norm_reversal hT x⟩
  rw [← sub_eq_zero, residual_eq_defect H T hx, hc, sub_self]

/-- The state space of a single spin one-half. -/
abbrev Spin := EuclideanSpace ℂ (Fin 2)

/-- Time reversal of a spin one-half, `(a, b) ↦ (-b*, a*)`. -/
def spinReversal : Spin →ₗ⋆[ℂ] Spin where
  toFun v := !₂[-conj (v 1), conj (v 0)]
  map_add' v w := by
    ext i
    fin_cases i <;> simp
    ring
  map_smul' c v := by
    ext i
    fin_cases i <;> simp

/-- The two-level Hamiltonian with energies `E` and `E + d`. -/
def twoLevel (E d : ℝ) : Spin →ₗ[ℂ] Spin where
  toFun v := !₂[(E : ℂ) * v 0, ((E : ℂ) + d) * v 1]
  map_add' v w := by
    ext i
    fin_cases i <;> simp <;> ring
  map_smul' c v := by
    ext i
    fin_cases i <;> simp <;> ring

/-- The time reversal of a spin one-half is antiunitary and squares to `-1`. -/
theorem isKramersReversal_witness : IsKramersReversal spinReversal where
  antiunitary v w := by
    simp [spinReversal, PiLp.inner_apply, Fin.sum_univ_two]
    ring
  sq_eq_neg v := by
    ext i
    fin_cases i <;> simp [spinReversal]

/-- The bound is sharp: for `d ≥ 0` the two-level Hamiltonian has defect exactly `d` on its
eigenvector `(1, 0)` at energy `E`, and every eigenvector orthogonal to it has energy `E + d`. -/
theorem approximate_kramers_sharp (E : ℝ) {d : ℝ} (hd : 0 ≤ d) :
    (twoLevel E d).IsSymmetric ∧
    twoLevel E d !₂[1, 0] = (E : ℂ) • (!₂[1, 0] : Spin) ∧
    ‖twoLevel E d (spinReversal !₂[1, 0]) - spinReversal (twoLevel E d !₂[1, 0])‖ = d ∧
    ∀ (μ : ℝ) (v : Spin), v ≠ 0 → ⟪(!₂[1, 0] : Spin), v⟫_ℂ = 0 →
      twoLevel E d v = (μ : ℂ) • v → μ = E + d := by
  refine ⟨?_, ?_, ?_, ?_⟩
  · intro v w
    simp [twoLevel, PiLp.inner_apply, Fin.sum_univ_two]
    ring
  · ext i
    fin_cases i <;> simp [twoLevel]
  · have h : twoLevel E d (spinReversal !₂[1, 0]) - spinReversal (twoLevel E d !₂[1, 0])
        = !₂[0, (d : ℂ)] := by
      ext i
      fin_cases i <;> simp [twoLevel, spinReversal]
    rw [h, EuclideanSpace.norm_eq]
    simp [Fin.sum_univ_two, Real.sqrt_sq hd]
  · intro μ v hv hxv hμ
    have h0 : v 0 = 0 := by
      simpa [PiLp.inner_apply, Fin.sum_univ_two] using hxv
    have h1 : v 1 ≠ 0 := by
      intro h1
      apply hv
      ext i
      fin_cases i
      · exact h0
      · exact h1
    -- compare the second components of the eigenvalue equation
    have h2 : ((E : ℂ) + d) * v 1 = (μ : ℂ) * v 1 :=
      congrArg (fun u : Spin => u 1) hμ
    have h3 : ((E + d : ℝ) : ℂ) = (μ : ℂ) := by
      rw [Complex.ofReal_add]
      exact mul_right_cancel₀ h1 h2
    exact (Complex.ofReal_injective h3).symm

end

end ApproximateKramers
```

```lean
#print axioms ApproximateKramers.approximate_kramers
#print axioms ApproximateKramers.kramers_degeneracy
#print axioms ApproximateKramers.approximate_kramers_sharp
```

```
'ApproximateKramers.approximate_kramers' depends on axioms: [propext, Classical.choice, Quot.sound]
'ApproximateKramers.kramers_degeneracy' depends on axioms: [propext, Classical.choice, Quot.sound]
'ApproximateKramers.approximate_kramers_sharp' depends on axioms: [propext, Classical.choice, Quot.sound]
```

## From the lemmas to the main theorem

`norm_reversal` and `inner_reversal` prove that Tx has the norm of x and is orthogonal to it. In the second, `h` is the antiunitarity identity for x and Tx, and `linear_combination` solves it for the overlap, as in the derivation. `residual_eq_defect` moves the real scalar E through T; the lemma `Complex.conj_ofReal` is the statement E* = E.

`exists_eigenvalue_near` is the residual bound for an arbitrary unit vector y in a finite-dimensional space. It takes `b` and `μ` from Mathlib's spectral theorem for symmetric operators. The local fact `parseval` expresses a squared norm through the components, and `key` gives the factor (μᵢ - E)² in each component of the residual. The argument then runs by contradiction: `far` says that every level is farther than d from E, and `hj` supplies a basis vector with non-zero overlap with y. That one overlap makes the inequality `lt` between the two weighted sums strict. After `parseval` has evaluated the sums, `lt` says d² < ‖Hy - Ey‖², while `hle` says the opposite, and `linarith` closes the proof.

`approximate_kramers` applies this bound on the orthogonal complement of x, written `(Submodule.span ℂ {x})ᗮ`. The fact `mem` translates membership into ⟪x, v⟫ = 0, and `inv` is the invariance under H. The trial vector is Tx together with the proof that it lies in the complement. The eigenvector that comes back is an element of the complement, which supplies its orthogonality to x; the last line reads its eigenvalue equation in V.

## Exact degeneracy and a case of equality

`kramers_degeneracy` treats the unperturbed case. Let T again be antiunitary with T² = -1, which the theorem assumes through `IsKramersReversal T`. If HTx = THx and Hx = Ex with E real, then Tx satisfies the same eigenvalue equation, is orthogonal to x and has the same norm. For non-zero x this gives two independent states at one energy. The theorem needs neither finite dimension nor the symmetry of H, and it requires commutation only on x. Its proof uses `residual_eq_defect` to turn a vanishing defect into a vanishing residual.

The remaining declarations concern a single spin one-half. `spinReversal` maps (a, b) to (-b*, a*), which is complex conjugation followed by the matrix -iσ_y; some texts use the opposite overall sign. `isKramersReversal_witness` checks componentwise that it meets both conditions. `twoLevel E d` is the diagonal Hamiltonian with energies E and E + d.

`approximate_kramers_sharp` shows that the bound d cannot be lowered in general. For d ≥ 0 it proves four things: the Hamiltonian is symmetric, (1, 0) is an eigenvector at energy E, its defect has norm exactly d, and every eigenvector orthogonal to it has energy E + d. For the third, the proof computes the defect vector, which is (0, d). For the fourth, orthogonality forces `v 0 = 0`, so `v 1` is non-zero because v is. Cancelling `v 1` from the corresponding component of the eigenvalue equation leaves μ = E + d.
